# The Boys function $F_0(T)$ lies below $\tfrac12\sqrt{\pi/T}$ by at most $e^{-T}/(2T)$ for every $T>0$

## How good is the point-charge formula?

I define the Boys function by its integral over a finite interval, $F_0(T)=\int_0^1 e^{-Tt^2}\,dt$, and not through the error function. For large $T$ one replaces it by $\tfrac12\sqrt{\pi/T}$, which turns the potential of a Gaussian charge into that of a point charge, $1/R$. The error is said to be exponentially small. I would like to see that proved with explicit constants, for every $T>0$ and not just in the limit, and checked by a proof assistant. Does something similar hold for the higher orders $F_m$?

## The error is a Gaussian tail

Yes, with an upper bound for the higher orders when $T>m$. For $m=0,1,2,\dots$ define

$$F_m(T)=\int_0^1 t^{2m}e^{-Tt^2}\,dt,\qquad L_m(T)=\frac12\sqrt{\frac{\pi}{T}}\prod_{k=0}^{m-1}\frac{2k+1}{2T},$$

and let $E_m=L_m-F_m$ be the error of the long-range form $L_m$. For $m=0$ the product is empty and equals 1. Since $\int_0^\infty e^{-Tt^2}dt=\tfrac12\sqrt{\pi/T}$,

$$E_0(T)=\int_1^\infty e^{-Tt^2}\,dt .$$

**Upper bound.** On the tail $t\ge1$, so $2Te^{-Tt^2}\le 2Tt\,e^{-Tt^2}$. The right side is the derivative of $-e^{-Tt^2}$, and its integral over the tail is $e^{-T}$. Hence $2T\,E_0\le e^{-T}$.

**Lower bound.** Differentiation gives

$$\frac{d}{dt}\left[(t-2)e^{-Tt^2}\right]=\left[1+2T(2t-t^2)\right]e^{-Tt^2}\le(1+2T)\,e^{-Tt^2},$$

because $1-(2t-t^2)=(t-1)^2\ge0$. The left side integrates to $0-(1-2)e^{-T}=e^{-T}$. Together,

$$\frac{e^{-T}}{2T+1}\le E_0(T)\le\frac{e^{-T}}{2T}.$$

The two bounds have ratio $1+1/(2T)$, so the exponential estimate has the right size at large $T$.

## Higher orders gain only positive terms

Integrating the derivative of $t^{2m+1}e^{-Tt^2}$ over $[0,1]$ gives

$$e^{-T}=(2m+1)F_m-2T\,F_{m+1}.$$

The definition of $L_m$ gives $2T\,L_{m+1}=(2m+1)L_m$. Subtracting the recurrence for $F_m$ leaves

$$2T\,E_{m+1}=(2m+1)E_m+e^{-T}.$$

Since $E_0\ge0$, induction gives $E_m\ge0$ for all $m$ and $T>0$.

For $T>m$ the claim is $E_m\le e^{-T}/(2(T-m))$. The case $m=0$ is done. If $T>m+1$ and the bound holds at order $m$, then

$$2T\,E_{m+1}\le e^{-T}\left[\frac{2m+1}{2(T-m)}+1\right]=e^{-T}\,\frac{2T+1}{2(T-m)}.$$

The bound at order $m+1$ follows if $(2T+1)(T-m-1)\le 2T(T-m)$. This is true, since the right side exceeds the left by $T+m+1$.

## From $F_0$ to $1/R$

In atomic units, a unit charge with density $(p/\pi)^{3/2}e^{-pr^2}$ has the potential $2\sqrt{p/\pi}\,F_0(pR^2)$ at distance $R$ from its centre. Put $T=pR^2$ and multiply the order-zero bounds by $2\sqrt{p/\pi}$. The long-range form becomes exactly $1/R$, and

$$0\le\frac1R-2\sqrt{\frac p\pi}\,F_0(pR^2)\le\frac{e^{-pR^2}}{\sqrt{\pi p}\,R^2}.$$

## What the Lean theorems say

`boys m T` is $F_m(T)$, an integral over the real interval from 0 to 1, with `m` a natural number and `T` real. `longRange m T` is $L_m(T)$; `Finset.range m` lets $k$ run from 0 to $m-1$.

- `boys_zero_error` states both order-zero bounds for `0 < T`.
- `boys_le_longRange` states $F_m\le L_m$ for every order and every $T>0$.
- `longRange_error_le` states the upper bound under the hypothesis `(m : ℝ) < T`. For $0<T\le m$ the file gives the sign of the error but no upper bound.
- `point_charge_error` states the last display for positive `p` and `R`. It takes the Boys-function expression for the potential as given and does not derive it from the charge density.

In a Gaussian-basis integral code, $L_m$ can replace $F_m$ within a chosen absolute error $\varepsilon>0$ wherever $T>m$ and $e^{-T}/(2(T-m))\le\varepsilon$. The bound falls as $T$ grows beyond $m$, so any $T$ that meets both conditions serves as a threshold for all larger values. Floating-point rounding is left to a separate analysis.

```lean
import Mathlib

open MeasureTheory Set

namespace BoysLargeArgument

/-- The Boys function of order `m`: the integral of `t^(2m) exp(-T t²)` over `[0,1]`. -/
noncomputable def boys (m : ℕ) (T : ℝ) : ℝ :=
  ∫ t in (0 : ℝ)..1, t ^ (2 * m) * Real.exp (-T * t ^ 2)

/-- The long-range form of the Boys function of order `m`, for `T > 0`: half of `√(π/T)` times
the product of the factors `(2k+1)/(2T)` with `k < m`. -/
noncomputable def longRange (m : ℕ) (T : ℝ) : ℝ :=
  1 / 2 * √(Real.pi / T) * ∏ k ∈ Finset.range m, ((2 * (k : ℝ) + 1) / (2 * T))

/-- The slope of the Gaussian `exp(-T t²)` is `-2 T t exp(-T t²)`. -/
theorem hasDerivAt_gaussian (T t : ℝ) :
    HasDerivAt (fun t : ℝ => Real.exp (-T * t ^ 2)) (-2 * T * t * Real.exp (-T * t ^ 2)) t := by
  have h2 : HasDerivAt (fun t : ℝ => t ^ 2) (2 * t) t := by
    simpa using hasDerivAt_pow 2 t
  exact (h2.const_mul (-T)).exp.congr_deriv (by ring)

/-- If a function and its derivative are both integrable on the line, the integral of the
derivative over `t > 1` is minus the value of the function at `1`. -/
theorem integral_tail_deriv {f f' : ℝ → ℝ} (hd : ∀ t, HasDerivAt f (f' t) t)
    (hf : Integrable f) (hf' : Integrable f') : ∫ t in Ioi (1 : ℝ), f' t = -f 1 := by
  have hl := tendsto_zero_of_hasDerivAt_of_integrableOn_Ioi (a := 1)
    (fun t _ => hd t) hf'.integrableOn hf.integrableOn
  rw [integral_Ioi_of_hasDerivAt_of_tendsto' (fun t _ => hd t) hf'.integrableOn hl, zero_sub]

/-- For `T > 0`, the error of the long-range formula for `F_0` is the Gaussian tail beyond
`t = 1`. -/
theorem error_eq_tail {T : ℝ} (hT : 0 < T) :
    1 / 2 * √(Real.pi / T) - boys 0 T = ∫ t in Ioi (1 : ℝ), Real.exp (-T * t ^ 2) := by
  have hi := integrable_exp_neg_mul_sq hT
  have hdis : Disjoint (Ioc (0 : ℝ) 1) (Ioi 1) :=
    Set.disjoint_left.2 fun x hx hy => not_lt_of_ge hx.2 hy
  have h := setIntegral_union hdis measurableSet_Ioi hi.integrableOn hi.integrableOn
  rw [Set.Ioc_union_Ioi_eq_Ioi zero_le_one, integral_gaussian_Ioi] at h
  have hb : boys 0 T = ∫ t in Ioc (0 : ℝ) 1, Real.exp (-T * t ^ 2) := by
    unfold boys
    rw [intervalIntegral.integral_of_le zero_le_one]
    simp only [mul_zero, pow_zero, one_mul]
  rw [hb]
  linarith

/-- For `T > 0`, the error `½√(π/T) - F_0(T)` lies between `exp(-T)/(2T+1)` and
`exp(-T)/(2T)`. -/
theorem boys_zero_error {T : ℝ} (hT : 0 < T) :
    Real.exp (-T) / (2 * T + 1) ≤ 1 / 2 * √(Real.pi / T) - boys 0 T ∧
      1 / 2 * √(Real.pi / T) - boys 0 T ≤ Real.exp (-T) / (2 * T) := by
  rw [error_eq_tail hT]
  have hi := integrable_exp_neg_mul_sq hT
  have hx := integrable_mul_exp_neg_mul_sq hT
  have hx2 : Integrable (fun t : ℝ => t ^ 2 * Real.exp (-T * t ^ 2)) := by
    simpa using integrable_rpow_mul_exp_neg_mul_sq hT (s := 2) (by norm_num)
  constructor
  · -- integrate the derivative of (t - 2) exp(-T t²), and use 2t - t² ≤ 1
    have hint : Integrable (fun t : ℝ => Real.exp (-T * t ^ 2)
        + 4 * T * (t * Real.exp (-T * t ^ 2)) - 2 * T * (t ^ 2 * Real.exp (-T * t ^ 2))) :=
      (hi.add (hx.const_mul (4 * T))).sub (hx2.const_mul (2 * T))
    have h := integral_tail_deriv
      (f := fun t : ℝ => t * Real.exp (-T * t ^ 2) - 2 * Real.exp (-T * t ^ 2))
      (fun t => (((hasDerivAt_id' t).fun_mul (hasDerivAt_gaussian T t)).fun_sub
        ((hasDerivAt_gaussian T t).const_mul 2)).congr_deriv (by ring))
      (hx.sub (hi.const_mul 2)) hint
    have hm := setIntegral_mono_on hint.integrableOn
      (hi.const_mul (2 * T + 1)).integrableOn (measurableSet_Ioi (a := (1 : ℝ)))
      (fun t _ => by
        nlinarith [mul_nonneg (mul_nonneg hT.le (sq_nonneg (t - 1)))
          (Real.exp_pos (-T * t ^ 2)).le])
    rw [h, integral_const_mul] at hm
    simp only [one_pow, mul_one, one_mul] at hm
    rw [div_le_iff₀ (by positivity)]
    linarith
  · -- integrate the derivative of -exp(-T t²), and use t ≥ 1
    have h := integral_tail_deriv (f := fun t : ℝ => (-1) * Real.exp (-T * t ^ 2))
      (f' := fun t : ℝ => 2 * T * (t * Real.exp (-T * t ^ 2)))
      (fun t => ((hasDerivAt_gaussian T t).const_mul (-1)).congr_deriv (by ring))
      (hi.const_mul (-1)) (hx.const_mul (2 * T))
    have hm := setIntegral_mono_on (hi.const_mul (2 * T)).integrableOn
      (hx.const_mul (2 * T)).integrableOn (measurableSet_Ioi (a := (1 : ℝ)))
      (fun t ht => by
        have ht' : 0 ≤ t - 1 := sub_nonneg.2 (le_of_lt ht)
        nlinarith [mul_nonneg (mul_nonneg hT.le ht') (Real.exp_pos (-T * t ^ 2)).le])
    rw [h, integral_const_mul] at hm
    simp only [one_pow, mul_one] at hm
    rw [le_div_iff₀ (by positivity)]
    linarith

/-- The upward recurrence of the Boys function: `2T F_(m+1)(T) = (2m+1) F_m(T) - exp(-T)`. -/
theorem boys_recurrence (m : ℕ) (T : ℝ) :
    2 * T * boys (m + 1) T = (2 * m + 1) * boys m T - Real.exp (-T) := by
  have hd : ∀ t : ℝ, HasDerivAt (fun t : ℝ => t ^ (2 * m + 1) * Real.exp (-T * t ^ 2))
      ((2 * m + 1) * (t ^ (2 * m) * Real.exp (-T * t ^ 2))
        - 2 * T * (t ^ (2 * (m + 1)) * Real.exp (-T * t ^ 2))) t := by
    intro t
    refine ((hasDerivAt_pow (2 * m + 1) t).fun_mul (hasDerivAt_gaussian T t)).congr_deriv ?_
    simp only [Nat.add_sub_cancel]
    push_cast
    ring
  have h := intervalIntegral.integral_eq_sub_of_hasDerivAt (a := 0) (b := 1)
    (fun t _ => hd t) (Continuous.intervalIntegrable (by fun_prop) 0 1)
  rw [intervalIntegral.integral_sub (Continuous.intervalIntegrable (by fun_prop) 0 1)
    (Continuous.intervalIntegrable (by fun_prop) 0 1),
    intervalIntegral.integral_const_mul, intervalIntegral.integral_const_mul] at h
  simp only [one_pow, mul_one, one_mul, zero_pow (show 2 * m + 1 ≠ 0 by omega), zero_mul,
    sub_zero] at h
  unfold boys
  linarith

/-- For `T > 0`, the error of the long-range form obeys an upward recurrence in which every
term is added. -/
theorem error_recurrence (m : ℕ) {T : ℝ} (hT : 0 < T) :
    2 * T * (longRange (m + 1) T - boys (m + 1) T)
      = (2 * m + 1) * (longRange m T - boys m T) + Real.exp (-T) := by
  have hL : 2 * T * longRange (m + 1) T = (2 * m + 1) * longRange m T := by
    have hc : 2 * T * ((2 * (m : ℝ) + 1) / (2 * T)) = 2 * m + 1 :=
      mul_div_cancel₀ _ (by positivity)
    unfold longRange
    rw [Finset.prod_range_succ]
    linear_combination (1 / 2 * √(Real.pi / T) *
      ∏ k ∈ Finset.range m, ((2 * (k : ℝ) + 1) / (2 * T))) * hc
  linear_combination hL - boys_recurrence m T

/-- For `T > 0`, the long-range form is never below the Boys function, at any order. -/
theorem boys_le_longRange (m : ℕ) {T : ℝ} (hT : 0 < T) : boys m T ≤ longRange m T := by
  induction m with
  | zero =>
    have h := (boys_zero_error hT).1
    have h0 : 0 ≤ Real.exp (-T) / (2 * T + 1) := by positivity
    simp only [longRange, Finset.range_zero, Finset.prod_empty, mul_one]
    linarith
  | succ m ih =>
    have hE : 0 ≤ 2 * T * (longRange (m + 1) T - boys (m + 1) T) := by
      rw [error_recurrence m hT]
      have := sub_nonneg.2 ih
      positivity
    exact sub_nonneg.1 (nonneg_of_mul_nonneg_right hE (by positivity))

/-- For `T > m`, the long-range form exceeds the Boys function of order `m` by at most
`exp(-T)/(2(T-m))`. -/
theorem longRange_error_le (m : ℕ) {T : ℝ} (hT : (m : ℝ) < T) :
    longRange m T - boys m T ≤ Real.exp (-T) / (2 * (T - m)) := by
  induction m with
  | zero =>
    have h := (boys_zero_error (T := T) (by simpa using hT)).2
    simpa [longRange] using h
  | succ m ih =>
    push_cast at hT ⊢
    have hm : (0 : ℝ) ≤ m := Nat.cast_nonneg m
    have hT0 : 0 < T := by linarith
    have ha : 0 < T - m := by linarith
    have hb : 0 < T - (m + 1) := by linarith
    have he := (Real.exp_pos (-T)).le
    have hE := ih (by linarith)
    rw [le_div_iff₀ (by positivity)] at hE ⊢
    have hr := error_recurrence m hT0
    -- insert the bound of order m into the recurrence
    have h1 : (T - m) * (2 * T * (longRange (m + 1) T - boys (m + 1) T))
        ≤ (T + 1 / 2) * Real.exp (-T) := by
      rw [hr]
      nlinarith [mul_le_mul_of_nonneg_left hE (show (0 : ℝ) ≤ 2 * m + 1 by positivity)]
    have h2 : 0 ≤ (T - (T - (m + 1)) / 2) * Real.exp (-T) :=
      mul_nonneg (by linarith) he
    refine le_of_mul_le_mul_left ?_ (mul_pos hT0 ha)
    nlinarith [mul_le_mul_of_nonneg_left h1 hb.le]

/-- For `p > 0` and `R > 0`, the Boys-function expression `2√(p/π) F_0(pR²)` for the potential
of a unit Gaussian charge lies below `1/R` by at most `exp(-pR²)/(√(πp) R²)`. -/
theorem point_charge_error {p R : ℝ} (hp : 0 < p) (hR : 0 < R) :
    0 ≤ 1 / R - 2 * √(p / Real.pi) * boys 0 (p * R ^ 2) ∧
      1 / R - 2 * √(p / Real.pi) * boys 0 (p * R ^ 2)
        ≤ Real.exp (-(p * R ^ 2)) / (√(Real.pi * p) * R ^ 2) := by
  obtain ⟨s, hs, rfl⟩ : ∃ s : ℝ, 0 < s ∧ p = s ^ 2 :=
    ⟨√p, Real.sqrt_pos.2 hp, (Real.sq_sqrt hp.le).symm⟩
  have hq : 0 < √Real.pi := Real.sqrt_pos.2 Real.pi_pos
  have hT : 0 < s ^ 2 * R ^ 2 := by positivity
  obtain ⟨hlo, hup⟩ := boys_zero_error hT
  have hlo0 := le_trans (by positivity) hlo
  have e1 : √(s ^ 2 / Real.pi) = s / √Real.pi := by
    rw [Real.sqrt_div (sq_nonneg s), Real.sqrt_sq hs.le]
  have e2 : √(Real.pi / (s ^ 2 * R ^ 2)) = √Real.pi / (s * R) := by
    rw [Real.sqrt_div Real.pi_pos.le, ← mul_pow, Real.sqrt_sq (by positivity)]
  have e3 : √(Real.pi * s ^ 2) = √Real.pi * s := by
    rw [Real.sqrt_mul Real.pi_pos.le, Real.sqrt_sq hs.le]
  rw [e2] at hlo0 hup
  rw [e1, e3]
  -- the potential error is the Boys-function error times 2√(p/π)
  have hc : 0 ≤ 2 * (s / √Real.pi) := by positivity
  have k1 : 2 * (s / √Real.pi) * (1 / 2 * (√Real.pi / (s * R))) = 1 / R := by
    field_simp
  have k2 : 2 * (s / √Real.pi) * (Real.exp (-(s ^ 2 * R ^ 2)) / (2 * (s ^ 2 * R ^ 2)))
      = Real.exp (-(s ^ 2 * R ^ 2)) / (√Real.pi * s * R ^ 2) := by
    field_simp
  rw [← k1, ← k2, ← mul_sub]
  exact ⟨mul_nonneg hc hlo0, mul_le_mul_of_nonneg_left hup hc⟩

end BoysLargeArgument
```

```lean
#print axioms BoysLargeArgument.boys_le_longRange
#print axioms BoysLargeArgument.longRange_error_le
#print axioms BoysLargeArgument.point_charge_error
```

```
'BoysLargeArgument.boys_le_longRange' depends on axioms: [propext, Classical.choice, Quot.sound]
'BoysLargeArgument.longRange_error_le' depends on axioms: [propext, Classical.choice, Quot.sound]
'BoysLargeArgument.point_charge_error' depends on axioms: [propext, Classical.choice, Quot.sound]
```

## Where each step sits in the proof

`error_eq_tail` splits the half-line into $(0,1]$ and $(1,\infty)$ and inserts Mathlib's half-line Gaussian integral. `integral_tail_deriv` evaluates the integral of a derivative over the tail. The boundary term at infinity vanishes because the function and its derivative are both integrable.

`boys_zero_error` applies that lemma twice, with slopes from `hasDerivAt_gaussian`. In each half, `setIntegral_mono_on` turns a pointwise inequality into one between integrals. The pointwise inequality comes from `nlinarith`, which is handed the nonnegative product that matters: $T(t-1)^2e^{-Tt^2}$ for the lower bound and $T(t-1)e^{-Tt^2}$ for the upper.

`boys_recurrence` is the integration by parts, done with the fundamental theorem of calculus on $[0,1]$. `error_recurrence` subtracts it from the recurrence for $L_m$. The theorem `boys_le_longRange` is then the induction on the sign.

`longRange_error_le` follows the second induction with denominators cleared. Its `h1` is the order-$m$ bound inserted into the recurrence, and `h2` supplies the surplus $T+m+1$, halved and multiplied by $e^{-T}$.

`point_charge_error` writes $p=s^2$ with $s>0$, so that the square roots simplify. The identities `k1` and `k2` carry out the rescaling by $2\sqrt{p/\pi}$: the first produces $1/R$, the second the exponential bound.
